# In a nearest-neighbour chain with zero site energies and alternating couplings b₁, b₂ ≥ 0, the Bloch bands fill |b₁ − b₂| ≤ |E| ≤ b₁ + b₂

## A chain whose bonds alternate

Take a long chain of identical atoms with one orbital each, such as the π system of a long polyene. If all bonds are alike, the simplest tight-binding model gives a single continuous range of energies. If short and long bonds alternate, the electron hops more easily across one kind of bond than across the other, and a gap can open in the middle of that range. How large is the gap, and which energies remain allowed?

The repeating cell now holds two sites, numbered 0 and 1. Let b₁ be the coupling between the two sites of a cell, and b₂ the coupling between site 1 of one cell and site 0 of the next. These two numbers are postulated: they stand for the strength with which orbitals on neighbouring atoms mix, and they are not computed from an atomic potential. All sites have the same energy, which is taken as the zero of the energy scale. Couplings beyond nearest neighbours, overlap between orbitals and interactions between electrons are left out.

Write ψ(n, i) for the amplitude on site i of cell n, where n is any integer. The Hamiltonian H acts by

(Hψ)(n, 0) = b₁ ψ(n, 1) + b₂ ψ(n − 1, 1)

(Hψ)(n, 1) = b₁ ψ(n, 0) + b₂ ψ(n + 1, 0).

## The allowed energies

Let b₁ ≥ 0 and b₂ ≥ 0. A real number E is the energy of a nonzero Bloch wave at some real wave number k exactly when

|b₁ − b₂| ≤ |E| ≤ b₁ + b₂.

There are thus two bands, placed symmetrically about zero, with a gap of width 2|b₁ − b₂| between them. The gap closes exactly when b₁ = b₂. The condition is symmetric in b₁ and b₂, so the band energies show how strongly the couplings differ but not which of them is the larger.

For a non-interacting chain with one electron per site and two spin states per orbital, the lower band is full in the ground state, and the bond alternation by itself separates filled from empty levels.

In Lean the objects are these:

- `chain b₁ b₂` is H. It acts on functions `ℤ → Fin 2 → ℂ`, the amplitudes by cell and site.
- `blochWave k v` is the wave exp(ikn) vᵢ, with `v` the pair of amplitudes inside the cell. The wave number k is the phase per cell, so the cell length is 1, and both sites of a cell carry the same phase factor.
- `hop b₁ b₂ k` is the number h = b₁ + b₂ exp(−ik), and `blochMatrix b₁ b₂ k` is the 2 × 2 matrix with zero diagonal, h in the upper right corner and conj(h) in the lower left.
- `IsEigenvalue M E` says that some nonzero vector v satisfies M v = E v.

The theorem `bloch_bands` states the criterion for the Bloch matrix, and `chain_bands` states it for Bloch waves of the infinite chain. The hypotheses `h₁` and `h₂` require non-negative couplings, zero included. In the usual sign convention for π orbitals both couplings are negative. Reversing both signs turns H into −H and each energy E into −E, and the criterion involves only |E|, so for such a chain it holds with b₁ and b₂ read as the magnitudes of the couplings. If b₂ = 0, the chain falls apart into separate pairs and the criterion reduces to |E| = b₁, the two levels of an isolated pair.

The amplitudes are arbitrary functions on the cells, with no condition that they be square-summable, and Bloch waves are not. The theorems therefore speak of Bloch waves and not of the spectrum of an operator on a Hilbert space. Finite chains, whose ends can bring in states of their own, are not treated.

## From the chain to a 2 × 2 matrix

Insert the Bloch wave ψ(n, i) = exp(ikn) vᵢ. A step to the previous cell contributes a factor exp(−ik), and a step to the next cell a factor exp(ik):

(Hψ)(n, 0) = exp(ikn) (b₁ + b₂ exp(−ik)) v₁ = exp(ikn) h v₁

(Hψ)(n, 1) = exp(ikn) (b₁ + b₂ exp(ik)) v₀ = exp(ikn) conj(h) v₀.

The result is again a Bloch wave with the same k, and its amplitudes inside the cell are those of the Bloch matrix applied to v. The eigenvalue equation for the chain thus becomes the pair

h v₁ = E v₀

conj(h) v₀ = E v₁.

## Squaring the energy

Multiply the first equation by E and use the second:

E² v₀ = h E v₁ = h conj(h) v₀ = |h|² v₀.

In the same way, E² v₁ = |h|² v₁. At least one of v₀ and v₁ is nonzero, so E² = |h|².

Conversely, suppose that E² = |h|². If h ≠ 0, the vector (h, E) is an eigenvector: the first equation reads h E = E h, and the second reads conj(h) h = E², which holds by assumption. Its squared length is |h|² + |E|² = 2|h|², so the normalised vector is (h, E)/(√2 |h|), with weight 1/2 on each site. If h = 0, then E = 0 and the matrix vanishes, so every nonzero vector will do, for example (1, 0).

The eigenvalues at wave number k are therefore E = ±|h|. They are real, and they come in pairs of opposite sign.

## The range swept by the wave number

The real part of h is b₁ + b₂ cos k and its imaginary part is −b₂ sin k. Hence

|h|² = (b₁ + b₂ cos k)² + b₂² sin² k = b₁² + b₂² + 2 b₁ b₂ cos k.

If E is an eigenvalue at k, then

E² − (b₁ − b₂)² = 2 b₁ b₂ (1 + cos k) ≥ 0

(b₁ + b₂)² − E² = 2 b₁ b₂ (1 − cos k) ≥ 0,

because b₁ b₂ ≥ 0 and the cosine lies between −1 and 1. Taking square roots gives the two bounds on |E|.

For the other direction, let |E| satisfy the bounds, so that E² lies between (b₁ − b₂)² and (b₁ + b₂)². As k runs from 0 to π, |h|² passes continuously from (b₁ + b₂)² to (b₁ − b₂)². By the intermediate value theorem it equals E² at some k in between, and E is an eigenvalue there. This argument does not divide by b₁ b₂, so it also holds when a coupling is zero.

The inner band edge is reached at k = π. In a numerical band calculation for this non-interacting chain with both couplings positive, a grid of wave numbers that misses π (up to multiples of 2π) therefore overestimates the gap.

## The complete Lean file

```lean
import Mathlib

open Matrix ComplexConjugate

namespace AlternatingChain

noncomputable section

/-- The infinite chain with zero diagonal, acting on amplitudes `ψ n i` in cell `n` at site `i`:
coupling `b₁` joins the two sites of a cell, coupling `b₂` joins neighbouring cells. -/
def chain (b₁ b₂ : ℝ) (ψ : ℤ → Fin 2 → ℂ) : ℤ → Fin 2 → ℂ := fun n =>
  ![(b₁ : ℂ) * ψ n 1 + (b₂ : ℂ) * ψ (n - 1) 1,
    (b₁ : ℂ) * ψ n 0 + (b₂ : ℂ) * ψ (n + 1) 0]

/-- The Bloch wave with wave number `k` and amplitudes `v` inside the cell. -/
def blochWave (k : ℝ) (v : Fin 2 → ℂ) : ℤ → Fin 2 → ℂ := fun n i =>
  Complex.exp ((k : ℂ) * (n : ℂ) * Complex.I) * v i

/-- The off-diagonal Bloch element `h = b₁ + b₂ exp(-ik)`. -/
def hop (b₁ b₂ k : ℝ) : ℂ :=
  (b₁ : ℂ) + (b₂ : ℂ) * Complex.exp (-((k : ℂ) * Complex.I))

/-- The Bloch matrix with zero diagonal and off-diagonal elements `h` and `conj h`. -/
def blochMatrix (b₁ b₂ k : ℝ) : Matrix (Fin 2) (Fin 2) ℂ :=
  !![0, hop b₁ b₂ k; conj (hop b₁ b₂ k), 0]

/-- `E` is an eigenvalue of `M`: some nonzero vector `v` satisfies `M v = E v`. -/
def IsEigenvalue (M : Matrix (Fin 2) (Fin 2) ℂ) (E : ℂ) : Prop :=
  ∃ v : Fin 2 → ℂ, v ≠ 0 ∧ M *ᵥ v = E • v

/-- The Bloch matrix exchanges the two sites of the cell, with factors `h` and `conj h`. -/
theorem blochMatrix_mulVec (b₁ b₂ k : ℝ) (v : Fin 2 → ℂ) :
    blochMatrix b₁ b₂ k *ᵥ v = ![hop b₁ b₂ k * v 1, conj (hop b₁ b₂ k) * v 0] := by
  ext i
  fin_cases i <;> simp [blochMatrix, Matrix.mulVec, dotProduct, Fin.sum_univ_succ]

/-- The chain maps a Bloch wave to a Bloch wave of the same wave number, and acts on the
amplitudes inside the cell as the Bloch matrix. -/
theorem chain_blochWave (b₁ b₂ k : ℝ) (v : Fin 2 → ℂ) :
    chain b₁ b₂ (blochWave k v) = blochWave k (blochMatrix b₁ b₂ k *ᵥ v) := by
  rw [blochMatrix_mulVec]
  ext n i
  -- a shift by one cell multiplies the wave by a phase
  have hm : Complex.exp ((k : ℂ) * ((n - 1 : ℤ) : ℂ) * Complex.I)
      = Complex.exp ((k : ℂ) * (n : ℂ) * Complex.I)
        * Complex.exp (-((k : ℂ) * Complex.I)) := by
    rw [← Complex.exp_add]
    congr 1
    push_cast
    ring
  have hp : Complex.exp ((k : ℂ) * ((n + 1 : ℤ) : ℂ) * Complex.I)
      = Complex.exp ((k : ℂ) * (n : ℂ) * Complex.I)
        * Complex.exp ((k : ℂ) * Complex.I) := by
    rw [← Complex.exp_add]
    congr 1
    push_cast
    ring
  have hc : conj (hop b₁ b₂ k)
      = (b₁ : ℂ) + (b₂ : ℂ) * Complex.exp ((k : ℂ) * Complex.I) := by
    simp [hop, ← Complex.exp_conj]
  fin_cases i
  · change (b₁ : ℂ) * (Complex.exp ((k : ℂ) * (n : ℂ) * Complex.I) * v 1)
      + (b₂ : ℂ) * (Complex.exp ((k : ℂ) * ((n - 1 : ℤ) : ℂ) * Complex.I) * v 1)
      = Complex.exp ((k : ℂ) * (n : ℂ) * Complex.I) * (hop b₁ b₂ k * v 1)
    rw [hm, hop]
    ring
  · change (b₁ : ℂ) * (Complex.exp ((k : ℂ) * (n : ℂ) * Complex.I) * v 0)
      + (b₂ : ℂ) * (Complex.exp ((k : ℂ) * ((n + 1 : ℤ) : ℂ) * Complex.I) * v 0)
      = Complex.exp ((k : ℂ) * (n : ℂ) * Complex.I) * (conj (hop b₁ b₂ k) * v 0)
    rw [hp, hc]
    ring

/-- The squared modulus of the Bloch element is `b₁² + b₂² + 2 b₁ b₂ cos k`. -/
theorem normSq_hop (b₁ b₂ k : ℝ) :
    Complex.normSq (hop b₁ b₂ k) = b₁ ^ 2 + b₂ ^ 2 + 2 * b₁ * b₂ * Real.cos k := by
  have hre : (hop b₁ b₂ k).re = b₁ + b₂ * Real.cos k := by
    simp [hop, Complex.exp_re]
  have him : (hop b₁ b₂ k).im = -(b₂ * Real.sin k) := by
    simp [hop, Complex.exp_im]
  rw [Complex.normSq_apply, hre, him]
  linear_combination b₂ ^ 2 * Real.sin_sq_add_cos_sq k

/-- A complex number `E` is an eigenvalue of the Bloch matrix exactly when `E² = |h|²`. -/
theorem isEigenvalue_iff (b₁ b₂ k : ℝ) (E : ℂ) :
    IsEigenvalue (blochMatrix b₁ b₂ k) E
      ↔ E ^ 2 = (Complex.normSq (hop b₁ b₂ k) : ℂ) := by
  have hcc := Complex.mul_conj (hop b₁ b₂ k)
  constructor
  · rintro ⟨v, hv, hM⟩
    rw [blochMatrix_mulVec] at hM
    have e0 : hop b₁ b₂ k * v 1 = E * v 0 := congrFun hM 0
    have e1 : conj (hop b₁ b₂ k) * v 0 = E * v 1 := congrFun hM 1
    -- applying the matrix twice multiplies each amplitude by `|h|²`
    have f0 : (E ^ 2 - (Complex.normSq (hop b₁ b₂ k) : ℂ)) * v 0 = 0 := by
      linear_combination (-E) * e0 - hop b₁ b₂ k * e1 + v 0 * hcc
    have f1 : (E ^ 2 - (Complex.normSq (hop b₁ b₂ k) : ℂ)) * v 1 = 0 := by
      linear_combination (-E) * e1 - conj (hop b₁ b₂ k) * e0 + v 1 * hcc
    by_contra hne
    have hne' := sub_ne_zero.2 hne
    apply hv
    ext i
    fin_cases i
    · exact (mul_eq_zero.1 f0).resolve_left hne'
    · exact (mul_eq_zero.1 f1).resolve_left hne'
  · intro hE
    by_cases hh : hop b₁ b₂ k = 0
    · -- if `h = 0`, the matrix vanishes
      have hE0 : E = 0 := by
        rw [hh, map_zero, Complex.ofReal_zero] at hE
        exact (pow_eq_zero_iff two_ne_zero).1 hE
      refine ⟨![1, 0], fun hv => by simpa using congrFun hv 0, ?_⟩
      rw [blochMatrix_mulVec, hh, hE0]
      ext i
      fin_cases i <;> simp
    · -- otherwise `(h, E)` is an eigenvector
      refine ⟨![hop b₁ b₂ k, E], fun hv => hh (congrFun hv 0), ?_⟩
      rw [blochMatrix_mulVec]
      ext i
      fin_cases i
      · change hop b₁ b₂ k * E = E * hop b₁ b₂ k
        ring
      · change conj (hop b₁ b₂ k) * hop b₁ b₂ k = E * E
        linear_combination hcc - hE

/-- For non-negative couplings, a real energy `E` is an eigenvalue of the Bloch matrix at some
real wave number exactly when `|b₁ - b₂| ≤ |E| ≤ b₁ + b₂`. -/
theorem bloch_bands {b₁ b₂ : ℝ} (h₁ : 0 ≤ b₁) (h₂ : 0 ≤ b₂) (E : ℝ) :
    (∃ k : ℝ, IsEigenvalue (blochMatrix b₁ b₂ k) (E : ℂ))
      ↔ |b₁ - b₂| ≤ |E| ∧ |E| ≤ b₁ + b₂ := by
  have key : ∀ k : ℝ, IsEigenvalue (blochMatrix b₁ b₂ k) (E : ℂ)
      ↔ E ^ 2 = b₁ ^ 2 + b₂ ^ 2 + 2 * b₁ * b₂ * Real.cos k := by
    intro k
    rw [isEigenvalue_iff, normSq_hop, ← Complex.ofReal_pow, Complex.ofReal_inj]
  have hs : |b₁ + b₂| = b₁ + b₂ := abs_of_nonneg (add_nonneg h₁ h₂)
  have hb := mul_nonneg h₁ h₂
  simp_rw [key]
  rw [← hs, ← sq_le_sq, ← sq_le_sq]
  constructor
  · rintro ⟨k, hk⟩
    have c1 := mul_nonneg hb (sub_nonneg.2 (Real.cos_le_one k))
    have c2 := mul_nonneg hb (sub_nonneg.2 (Real.neg_one_le_cos k))
    constructor <;> nlinarith
  · rintro ⟨lo, hi⟩
    -- the squared energy sweeps the whole range as `k` runs from `0` to `π`
    have hc : ContinuousOn
        (fun k : ℝ => b₁ ^ 2 + b₂ ^ 2 + 2 * b₁ * b₂ * Real.cos k)
        (Set.Icc 0 Real.pi) := by fun_prop
    have hm : E ^ 2 ∈ Set.Icc (b₁ ^ 2 + b₂ ^ 2 + 2 * b₁ * b₂ * Real.cos Real.pi)
        (b₁ ^ 2 + b₂ ^ 2 + 2 * b₁ * b₂ * Real.cos 0) := by
      rw [Real.cos_pi, Real.cos_zero]
      constructor <;> nlinarith
    obtain ⟨k, _, hk⟩ := intermediate_value_Icc' Real.pi_pos.le hc hm
    exact ⟨k, hk.symm⟩

/-- For non-negative couplings, the infinite chain has a nonzero Bloch wave of real energy `E`
as an eigenstate exactly when `|b₁ - b₂| ≤ |E| ≤ b₁ + b₂`. -/
theorem chain_bands {b₁ b₂ : ℝ} (h₁ : 0 ≤ b₁) (h₂ : 0 ≤ b₂) (E : ℝ) :
    (∃ (k : ℝ) (v : Fin 2 → ℂ), v ≠ 0 ∧
        chain b₁ b₂ (blochWave k v) = (E : ℂ) • blochWave k v)
      ↔ |b₁ - b₂| ≤ |E| ∧ |E| ≤ b₁ + b₂ := by
  rw [← bloch_bands h₁ h₂]
  constructor
  · rintro ⟨k, v, hv, h⟩
    refine ⟨k, v, hv, ?_⟩
    rw [chain_blochWave] at h
    ext i
    -- compare the amplitudes in cell zero
    have h0 := congrFun (congrFun h 0) i
    simpa [blochWave] using h0
  · rintro ⟨k, v, hv, h⟩
    refine ⟨k, v, hv, ?_⟩
    rw [chain_blochWave, h]
    ext n i
    simp only [blochWave, Pi.smul_apply, smul_eq_mul]
    ring

/-- For non-negative couplings, the lowest non-negative energy in the bands is `|b₁ - b₂|`. -/
theorem gap_edge {b₁ b₂ : ℝ} (h₁ : 0 ≤ b₁) (h₂ : 0 ≤ b₂) :
    IsLeast {E : ℝ | 0 ≤ E ∧ ∃ k : ℝ, IsEigenvalue (blochMatrix b₁ b₂ k) (E : ℂ)}
      |b₁ - b₂| := by
  constructor
  · refine ⟨abs_nonneg _, (bloch_bands h₁ h₂ _).2 ?_⟩
    rw [abs_abs]
    exact ⟨le_refl _, abs_le.2 ⟨by linarith, by linarith⟩⟩
  · rintro E ⟨hE, hk⟩
    have h := ((bloch_bands h₁ h₂ E).1 hk).1
    rwa [abs_of_nonneg hE] at h

/-- For non-negative couplings, zero energy is an eigenvalue at some real wave number exactly
when the two couplings are equal. -/
theorem gap_closes_iff {b₁ b₂ : ℝ} (h₁ : 0 ≤ b₁) (h₂ : 0 ≤ b₂) :
    (∃ k : ℝ, IsEigenvalue (blochMatrix b₁ b₂ k) 0) ↔ b₁ = b₂ := by
  have h := bloch_bands h₁ h₂ 0
  rw [Complex.ofReal_zero, abs_zero] at h
  rw [h]
  constructor
  · rintro ⟨h0, _⟩
    exact sub_eq_zero.1 (abs_nonpos_iff.1 h0)
  · intro hb
    exact ⟨by simp [hb], add_nonneg h₁ h₂⟩

end

end AlternatingChain
```

```lean
#print axioms AlternatingChain.chain_bands
#print axioms AlternatingChain.gap_edge
#print axioms AlternatingChain.gap_closes_iff
```

```
'AlternatingChain.chain_bands' depends on axioms: [propext, Classical.choice, Quot.sound]
'AlternatingChain.gap_edge' depends on axioms: [propext, Classical.choice, Quot.sound]
'AlternatingChain.gap_closes_iff' depends on axioms: [propext, Classical.choice, Quot.sound]
```

## Reducing the chain in Lean

`blochMatrix_mulVec` writes out the product of the Bloch matrix with a vector, giving the two components h v₁ and conj(h) v₀. `chain_blochWave` then proves the reduction from the chain to the matrix. Its auxiliary facts `hm` and `hp` are the phase factors for a step to the previous and to the next cell, both obtained from the addition rule for the exponential. The third, `hc`, computes conj(h) = b₁ + b₂ exp(ik). With these inserted, `ring` confirms the equation on each of the two sites.

## The eigenvalue condition in Lean

`normSq_hop` computes the real and imaginary parts of h and combines them by sin² k + cos² k = 1. It needs no assumption on the signs of the couplings.

`isEigenvalue_iff` says that a complex number E is an eigenvalue of the Bloch matrix exactly when E² = |h|². In the forward direction, `e0` and `e1` are the two component equations. From them `linear_combination` derives `f0` and `f1`, which say that (E² − |h|²) v₀ = 0 and (E² − |h|²) v₁ = 0. If E² differed from |h|², both amplitudes would vanish, against the assumption that v is nonzero. The backward direction splits on whether h = 0 and supplies the same two vectors as above, (1, 0) and the unnormalised (h, E).

## The band criterion in Lean

In `bloch_bands`, the fact `key` combines the two previous results into a real equation for E² in terms of cos k. The lemma `sq_le_sq`, which says that a² ≤ b² is equivalent to |a| ≤ |b|, turns the bounds on |E| into bounds on E². For this the proof first writes b₁ + b₂ as its own absolute value, which is allowed because the sum is non-negative.

For the necessary condition, `c1` and `c2` are the products b₁ b₂ (1 − cos k) ≥ 0 and b₁ b₂ (1 + cos k) ≥ 0, from which `nlinarith` obtains both inequalities. For the converse, `hc` states that the squared energy is continuous on [0, π], and `hm` that E² lies between its values at π and at 0. The lemma `intermediate_value_Icc'` is the form of the intermediate value theorem in which the value at the left end is the upper bound, and it supplies the wave number.

`chain_bands` carries the criterion over to the infinite chain. From an eigenstate of the chain it recovers the matrix equation by comparing amplitudes in cell 0, where the phase factor is 1. In the other direction it multiplies the matrix equation by the phase of each cell.

The last two theorems read off the gap. `gap_edge` shows that |b₁ − b₂| is itself an allowed energy and that no smaller non-negative energy is allowed. `gap_closes_iff` puts E = 0 into the criterion: the lower bound becomes |b₁ − b₂| ≤ 0, which forces b₁ = b₂, and for equal couplings both bounds hold.
